# For a ≥ 0, the Chebyshev propagator coefficients satisfy |c_n(a)| ≤ (a/2)^n/n!

In a computation, a Chebyshev expansion of the time-evolution operator is cut off after finitely many terms, and a bound on the coefficients gives a way to estimate how much the cut removes. Here the coefficients are those in exp(−iax) = c_0(a) + 2 Σ_{n≥1} c_n(a) T_n(x) for −1 ≤ x ≤ 1, with the factor 2 kept outside c_n, and a is the half-width of an interval containing the spectrum times the time step (ħ = 1). Knowing only that each coefficient has modulus at most one does not help, because a tail of such terms need not be small or even converge. The factorial bound derived here limits the discarded terms in advance, for a time-independent Hamiltonian with bounded spectrum and in exact arithmetic.

## The propagator on a scaled spectrum

Let the spectrum of H lie in an interval with centre Ē and half-width ΔE > 0, as it does for a Hamiltonian on a finite grid. Set X = (H − Ē)/ΔE, so that the spectrum of X lies in [−1, 1]. With ħ = 1 and a time step t ≥ 0,

exp(−iHt) = exp(−iĒt) exp(−iaX), a = ΔE t.

```lean
import Mathlib

open scoped Real
open Complex (I)

namespace ChebyshevPropagator

noncomputable section
```

A scaled energy x in [−1, 1] is written as x = cos θ, and the propagator factor at that energy is exp(−ia cos θ). In Lean this is `phase a θ`, a complex number depending on two real ones.

```lean
/-- The propagator phase `exp(-i a cos θ)` at the scaled energy `cos θ`. -/
def phase (a θ : ℝ) : ℂ := Complex.exp (-(I * (a : ℂ) * (Real.cos θ : ℂ)))
```

The Chebyshev polynomials satisfy T_n(cos θ) = cos(nθ), and the expansion in question is

exp(−iax) = c_0(a) + 2 Σ_{n≥1} c_n(a) T_n(x),

c_n(a) = (1/π) ∫₀^π exp(−ia cos θ) cos(nθ) dθ.

The second line is the definition of `chebCoeff n a`. The first is the physical setting for the coefficients; the theorems concern the integrals and do not use it. The Hamiltonian enters the coefficients only through the number a.

```lean
/-- The Chebyshev coefficient of order `n` of the propagator, where `a` is the half-width of an
interval containing the spectrum, times the time step (with `ħ = 1`). -/
def chebCoeff (n : ℕ) (a : ℝ) : ℂ :=
  (π : ℂ)⁻¹ * ∫ θ in (0 : ℝ)..π, phase a θ * (Real.cos ((n : ℝ) * θ) : ℂ)
```

## Every coefficient has modulus at most one

For real a and θ the exponent −ia cos θ is purely imaginary, so |exp(−ia cos θ)| = 1. The Lean proof rewrites the exponent as a real number times i.

```lean
/-- The propagator phase has modulus one. -/
theorem norm_phase (a θ : ℝ) : ‖phase a θ‖ = 1 := by
  have h : -(I * (a : ℂ) * (Real.cos θ : ℂ)) = ((-(a * Real.cos θ) : ℝ) : ℂ) * I := by
    push_cast
    ring
  rw [phase, h, Complex.norm_exp_ofReal_mul_I]
```

The phase is also continuous in θ, which makes the integrals below well defined.

```lean
/-- The propagator phase depends continuously on the angle. -/
@[fun_prop]
theorem continuous_phase (a : ℝ) : Continuous (fun θ => phase a θ) := by
  unfold phase
  fun_prop
```

Since |cos(nθ)| ≤ 1 as well, the integrand has modulus at most one, and

|c_n(a)| ≤ (1/π) ∫₀^π 1 dθ = 1.

This holds for every real a and is the starting point of the induction.

```lean
/-- Every Chebyshev coefficient of the propagator has modulus at most one. -/
theorem norm_chebCoeff_le_one (n : ℕ) (a : ℝ) : ‖chebCoeff n a‖ ≤ 1 := by
  have h : ‖∫ θ in (0 : ℝ)..π, phase a θ * (Real.cos ((n : ℝ) * θ) : ℂ)‖ ≤ 1 * |π - 0| := by
    apply intervalIntegral.norm_integral_le_of_norm_le_const
    intro θ _
    rw [norm_mul, norm_phase, one_mul, Complex.norm_real, Real.norm_eq_abs]
    exact Real.abs_cos_le_one _
  rw [sub_zero, abs_of_pos Real.pi_pos, one_mul] at h
  rw [chebCoeff, norm_mul, norm_inv, Complex.norm_real, Real.norm_of_nonneg Real.pi_pos.le]
  calc π⁻¹ * _ ≤ π⁻¹ * π := mul_le_mul_of_nonneg_left h (inv_nonneg.2 Real.pi_pos.le)
    _ = 1 := inv_mul_cancel₀ Real.pi_ne_zero
```

## A ladder between neighbouring orders

Differentiating the phase with respect to a brings down a factor −i cos θ:

c_n′(a) = (1/π) ∫₀^π exp(−ia cos θ) (−i cos θ) cos(nθ) dθ.

The derivative may be taken under the integral because the new integrand is bounded by the constant 1, uniformly in a. That constant is the `bound` supplied to Mathlib's dominated-differentiation theorem.

```lean
/-- The derivative of a Chebyshev coefficient with respect to `a` is obtained by
differentiating the phase under the integral. -/
theorem hasDerivAt_chebCoeff (n : ℕ) (a : ℝ) :
    HasDerivAt (chebCoeff n) ((π : ℂ)⁻¹ * ∫ θ in (0 : ℝ)..π,
      phase a θ * (-(I * (Real.cos θ : ℂ))) * (Real.cos ((n : ℝ) * θ) : ℂ)) a := by
  have h := (intervalIntegral.hasDerivAt_integral_of_dominated_loc_of_deriv_le
    (μ := MeasureTheory.volume) (a := 0) (b := π) (x₀ := a) (s := Set.univ)
    (F := fun s θ : ℝ => phase s θ * (Real.cos ((n : ℝ) * θ) : ℂ))
    (F' := fun s θ : ℝ =>
      phase s θ * (-(I * (Real.cos θ : ℂ))) * (Real.cos ((n : ℝ) * θ) : ℂ))
    (bound := fun _ => (1 : ℝ)) Filter.univ_mem
    (Filter.Eventually.of_forall fun s =>
      Continuous.aestronglyMeasurable (by fun_prop))
    (Continuous.intervalIntegrable (by fun_prop) _ _)
    (Continuous.aestronglyMeasurable (by fun_prop))
    (Filter.Eventually.of_forall fun θ _ s _ => by
      simp only [norm_mul, norm_phase, norm_neg, Complex.norm_I, Complex.norm_real,
        Real.norm_eq_abs, one_mul]
      exact mul_le_one₀ (Real.abs_cos_le_one _) (abs_nonneg _) (Real.abs_cos_le_one _))
    (Continuous.intervalIntegrable (by fun_prop) _ _)
    (Filter.Eventually.of_forall fun θ _ s _ => by
      have h1 : HasDerivAt (fun s : ℝ => -(I * (s : ℂ) * (Real.cos θ : ℂ)))
          (-(I * (Real.cos θ : ℂ))) s :=
        (((hasDerivAt_id s).ofReal_comp.const_mul I).mul_const
          (Real.cos θ : ℂ)).fun_neg.congr_deriv (by simp)
      exact h1.cexp.mul_const _)).2
  exact h.const_mul _
```

To connect order n+1 with order n, differentiate a product in θ:

d/dθ [exp(−ia cos θ) sin((n+1)θ)] = exp(−ia cos θ) [(n+1) cos((n+1)θ) + ia sin θ sin((n+1)θ)].

The subtraction formula for the cosine gives

sin θ sin((n+1)θ) = cos(nθ) − cos θ cos((n+1)θ).

The product vanishes at θ = 0 and at θ = π, so its derivative integrates to zero. Inserting the second identity and dividing by π leaves

(n+1) c_{n+1}(a) + a c_{n+1}′(a) = −ia c_n(a).

The Lean statement is the same equation before the division by π. In its proof, `hd` is the derivative of the product, `hr` is the cosine formula, and `key` is the fundamental theorem of calculus.

```lean
/-- Integration by parts over the angle links the integrals of orders `n + 1` and `n`. -/
theorem integral_by_parts (n : ℕ) (a : ℝ) :
    ((n : ℂ) + 1) * (∫ θ in (0 : ℝ)..π, phase a θ * (Real.cos (((n + 1 : ℕ) : ℝ) * θ) : ℂ))
      + (a : ℂ) * (∫ θ in (0 : ℝ)..π,
        phase a θ * (-(I * (Real.cos θ : ℂ))) * (Real.cos (((n + 1 : ℕ) : ℝ) * θ) : ℂ))
      = -(I * (a : ℂ)) * ∫ θ in (0 : ℝ)..π, phase a θ * (Real.cos ((n : ℝ) * θ) : ℂ) := by
  -- the derivative of `phase * sin ((n+1) θ)` is a linear combination of the three integrands
  have hd : ∀ θ : ℝ, HasDerivAt
      (fun θ : ℝ => phase a θ * (Real.sin (((n + 1 : ℕ) : ℝ) * θ) : ℂ))
      (((n : ℂ) + 1) * (phase a θ * (Real.cos (((n + 1 : ℕ) : ℝ) * θ) : ℂ))
        + (a : ℂ) * (phase a θ * (-(I * (Real.cos θ : ℂ)))
          * (Real.cos (((n + 1 : ℕ) : ℝ) * θ) : ℂ))
        + (I * (a : ℂ)) * (phase a θ * (Real.cos ((n : ℝ) * θ) : ℂ))) θ := by
    intro θ
    have h1 : HasDerivAt (fun θ : ℝ => -(I * (a : ℂ) * (Real.cos θ : ℂ)))
        (I * (a : ℂ) * (Real.sin θ : ℂ)) θ :=
      ((Real.hasDerivAt_cos θ).ofReal_comp.const_mul (I * (a : ℂ))).fun_neg.congr_deriv
        (by push_cast; ring)
    have h2 : HasDerivAt (fun θ : ℝ => (Real.sin (((n + 1 : ℕ) : ℝ) * θ) : ℂ))
        (((n : ℂ) + 1) * (Real.cos (((n + 1 : ℕ) : ℝ) * θ) : ℂ)) θ :=
      ((hasDerivAt_id θ).const_mul ((n + 1 : ℕ) : ℝ)).sin.ofReal_comp.congr_deriv
        (by simp only [id_eq, mul_one]; push_cast; ring)
    have hr : Real.cos ((n : ℝ) * θ) = Real.cos (((n + 1 : ℕ) : ℝ) * θ) * Real.cos θ
        + Real.sin (((n + 1 : ℕ) : ℝ) * θ) * Real.sin θ := by
      rw [← Real.cos_sub]
      congr 1
      push_cast
      ring
    refine (h1.cexp.fun_mul h2).congr_deriv ?_
    rw [hr]
    simp only [phase, Complex.ofReal_add, Complex.ofReal_mul]
    ring
  have key := intervalIntegral.integral_eq_sub_of_hasDerivAt (a := 0) (b := π)
    (fun θ _ => hd θ) (Continuous.intervalIntegrable (by fun_prop) _ _)
  -- the boundary terms vanish
  simp only [Real.sin_nat_mul_pi, mul_zero, Real.sin_zero, Complex.ofReal_zero,
    sub_zero] at key
  rw [intervalIntegral.integral_add, intervalIntegral.integral_add,
    intervalIntegral.integral_const_mul, intervalIntegral.integral_const_mul,
    intervalIntegral.integral_const_mul] at key
  · linear_combination key
  all_goals exact Continuous.intervalIntegrable (by fun_prop) _ _
```

Multiplying by a^n turns the left side into the derivative of a product:

d/da [a^(n+1) c_{n+1}(a)] = (n+1) a^n c_{n+1}(a) + a^(n+1) c_{n+1}′(a) = −i a^(n+1) c_n(a).

The final `linear_combination` performs this multiplication, with the factor 1/π restored.

```lean
/-- Ladder relation: the derivative of `a^(n+1) c_{n+1}(a)` is `-i a^(n+1) c_n(a)`. -/
theorem hasDerivAt_ladder (n : ℕ) (a : ℝ) :
    HasDerivAt (fun s : ℝ => (s : ℂ) ^ (n + 1) * chebCoeff (n + 1) s)
      (-I * (a : ℂ) ^ (n + 1) * chebCoeff n a) a := by
  have hpow : HasDerivAt (fun s : ℝ => (s : ℂ) ^ (n + 1)) (((n : ℂ) + 1) * (a : ℂ) ^ n) a :=
    ((hasDerivAt_id a).ofReal_comp.fun_pow (n + 1)).congr_deriv (by simp)
  refine (hpow.fun_mul (hasDerivAt_chebCoeff (n + 1) a)).congr_deriv ?_
  simp only [chebCoeff]
  linear_combination ((a : ℂ) ^ n * (π : ℂ)⁻¹) * integral_by_parts n a
```

## Climbing the ladder to the factorial bound

The claim is |c_n(a)| ≤ (a/2)^n/n! for every n and every a ≥ 0. For n = 0 it reads |c_0(a)| ≤ 1, which is already known. Suppose it holds at order n for all nonnegative arguments.

If a = 0, the relation between neighbouring orders reduces to (n+1) c_{n+1}(0) = 0, so c_{n+1}(0) = 0 and the bound holds.

If a > 0, integrate the ladder relation from 0, where a^(n+1) c_{n+1}(a) vanishes, and use the induction hypothesis:

a^(n+1) |c_{n+1}(a)| ≤ ∫₀^a s^(n+1) (s/2)^n/n! ds

= a^(2n+2) / ((2n+2) 2^n n!)

= a^(2n+2) / (2^(n+1) (n+1)!).

Dividing by a^(n+1) gives (a/2)^(n+1)/(n+1)!, the claim at order n+1.

Lean replaces the integral over s by a comparison theorem: a function that starts at zero, and whose derivative is bounded in norm by B′, is bounded in norm by B if B also starts at zero. Here `B` is s^(2n+2) / (2^(n+1) (n+1)!), the value of the integral with upper limit s, and `B'` is the integrand.

```lean
/-- For `a ≥ 0` the Chebyshev coefficient of order `n` has modulus at most `(a/2)^n / n!`. -/
theorem norm_chebCoeff_le (n : ℕ) :
    ∀ a : ℝ, 0 ≤ a → ‖chebCoeff n a‖ ≤ (a / 2) ^ n / (n.factorial : ℝ) := by
  induction n with
  | zero =>
    intro a _
    simpa using norm_chebCoeff_le_one 0 a
  | succ n ih =>
    intro a ha
    rcases ha.eq_or_lt with rfl | hpos
    · -- without time evolution only the order zero survives
      have h := integral_by_parts n 0
      rw [Complex.ofReal_zero] at h
      have h0 : ((n : ℂ) + 1) * (∫ θ in (0 : ℝ)..π,
          phase 0 θ * (Real.cos (((n + 1 : ℕ) : ℝ) * θ) : ℂ)) = 0 := by
        linear_combination h
      have hc : chebCoeff (n + 1) 0 = 0 := by
        rw [chebCoeff, (mul_eq_zero.mp h0).resolve_left (Nat.cast_add_one_ne_zero n), mul_zero]
      rw [hc, norm_zero]
      positivity
    · -- integrate the ladder relation from `0` to `a`
      have hB := image_norm_le_of_norm_deriv_right_le_deriv_boundary (a := 0) (b := a)
        (f := fun s : ℝ => (s : ℂ) ^ (n + 1) * chebCoeff (n + 1) s)
        (f' := fun s : ℝ => -I * (s : ℂ) ^ (n + 1) * chebCoeff n s)
        (B := fun s : ℝ => s ^ (2 * n + 2) / (2 ^ (n + 1) * ((n + 1).factorial : ℝ)))
        (B' := fun s : ℝ => s ^ (2 * n + 1) / (2 ^ n * (n.factorial : ℝ)))
        (fun s _ => (hasDerivAt_ladder n s).continuousAt.continuousWithinAt)
        (fun s _ => (hasDerivAt_ladder n s).hasDerivWithinAt)
        (by simp)
        (fun s => ((hasDerivAt_pow (2 * n + 2) s).div_const _).congr_deriv (by
          rw [show 2 * n + 2 - 1 = 2 * n + 1 by omega, Nat.factorial_succ]
          push_cast
          rw [div_eq_div_iff (by positivity) (by positivity)]
          ring))
        (fun s hs => by
          rw [norm_mul, norm_mul, norm_neg, Complex.norm_I, one_mul, norm_pow,
            Complex.norm_real, Real.norm_of_nonneg hs.1]
          calc s ^ (n + 1) * ‖chebCoeff n s‖
              ≤ s ^ (n + 1) * ((s / 2) ^ n / (n.factorial : ℝ)) :=
                mul_le_mul_of_nonneg_left (ih s hs.1) (pow_nonneg hs.1 _)
            _ = s ^ (2 * n + 1) / (2 ^ n * (n.factorial : ℝ)) := by
                rw [div_pow, div_div, ← mul_div_assoc]
                congr 1
                ring)
        (Set.right_mem_Icc.2 ha)
      rw [norm_mul, norm_pow, Complex.norm_real, Real.norm_of_nonneg ha] at hB
      refine le_of_mul_le_mul_left (hB.trans_eq ?_) (pow_pos hpos (n + 1))
      rw [div_pow, div_div, ← mul_div_assoc]
      congr 1
      ring
```

Because a/2 ≤ a for a ≥ 0, the simpler bound |c_n(a)| ≤ a^n/n! follows, weaker by a factor 2^n.

```lean
/-- For `a ≥ 0` the Chebyshev coefficient of order `n` has modulus at most `a^n / n!`. -/
theorem norm_chebCoeff_le_pow_div_factorial (n : ℕ) {a : ℝ} (ha : 0 ≤ a) :
    ‖chebCoeff n a‖ ≤ a ^ n / (n.factorial : ℝ) := by
  refine (norm_chebCoeff_le n a ha).trans ?_
  have h : a / 2 ≤ a := by linarith
  gcongr
```

## Faster than any geometric sequence

Fix a ≥ 0 and any r > 0. Then

|c_n(a)|/r^n ≤ (a/(2r))^n/n! → 0 as n → ∞,

since n! outgrows the nth power of any fixed number. The limit is taken at fixed a. For a large time step or a wide spectrum, the bound can exceed one at low orders, where |c_n(a)| ≤ 1 says more.

```lean
/-- At fixed `a ≥ 0` the Chebyshev coefficients decay faster than any geometric sequence `r^n` with
`r > 0`. -/
theorem chebCoeff_superexponential {a r : ℝ} (ha : 0 ≤ a) (hr : 0 < r) :
    Filter.Tendsto (fun n : ℕ => ‖chebCoeff n a‖ / r ^ n) Filter.atTop (nhds 0) := by
  refine squeeze_zero (fun n => by positivity) (fun n => ?_)
    (FloorSemiring.tendsto_pow_div_factorial_atTop (a / 2 / r))
  rw [div_pow (a / 2) r, div_right_comm]
  exact div_le_div_of_nonneg_right (norm_chebCoeff_le n a ha) (pow_nonneg hr.le n)
```

## What a block of discarded terms can contribute

Let φ_k be vectors of norm at most one. In the application φ_k = T_k(X)ψ, with X self-adjoint and ψ normalised. For M terms starting at order N, the triangle inequality and N! k! ≤ (N+k)! give

‖Σ_{k<M} 2 c_{N+k}(a) φ_{N+k}‖ ≤ Σ_{k<M} 2 (a/2)^(N+k)/(N+k)!

≤ 2 (a/2)^N/N! · Σ_{k<M} (a/2)^k/k!

≤ 2 (a/2)^N/N! · exp(a/2).

The right side does not depend on M. For N ≥ 1 the summands are exactly terms of the expansion; at N = 0 the sum gives c_0 the weight 2 instead of 1. The space `E` is any complex normed space, of finite or infinite dimension, and the vectors need no relation to one another. Rounding errors in computing them are not part of the estimate.

Given bounds on the spectrum and a time step, one can therefore choose N so that the right side lies below a tolerance. Such an N is sufficient, but a smaller one may do as well, because the estimate is not sharp. Passing from finite blocks to the whole remainder takes the convergence of the expansion to the propagator, which is assumed here from Chebyshev theory.

```lean
/-- For `a ≥ 0` and vectors `φ k` of norm at most one, the sum of the `M` terms `2 c_k(a) φ k`
starting at order `k = N` has norm at most `2 (a/2)^N / N! * exp(a/2)`, whatever `M` is. -/
theorem norm_block_le {E : Type*} [NormedAddCommGroup E] [NormedSpace ℂ E]
    (φ : ℕ → E) (hφ : ∀ k, ‖φ k‖ ≤ 1) {a : ℝ} (ha : 0 ≤ a) (N M : ℕ) :
    ‖∑ k ∈ Finset.range M, (2 * chebCoeff (N + k) a) • φ (N + k)‖
      ≤ 2 * ((a / 2) ^ N / (N.factorial : ℝ)) * Real.exp (a / 2) := by
  have hterm : ∀ k ∈ Finset.range M, ‖(2 * chebCoeff (N + k) a) • φ (N + k)‖
      ≤ 2 * ((a / 2) ^ N / (N.factorial : ℝ)) * ((a / 2) ^ k / (k.factorial : ℝ)) := by
    intro k _
    have hf : (N.factorial : ℝ) * (k.factorial : ℝ) ≤ ((N + k).factorial : ℝ) := by
      exact_mod_cast Nat.le_of_dvd (Nat.factorial_pos _)
        (Nat.factorial_mul_factorial_dvd_factorial_add N k)
    rw [norm_smul, norm_mul, Complex.norm_ofNat]
    calc 2 * ‖chebCoeff (N + k) a‖ * ‖φ (N + k)‖
        ≤ 2 * ‖chebCoeff (N + k) a‖ := mul_le_of_le_one_right (by positivity) (hφ _)
      _ ≤ 2 * ((a / 2) ^ (N + k) / ((N + k).factorial : ℝ)) :=
          mul_le_mul_of_nonneg_left (norm_chebCoeff_le _ a ha) (by norm_num)
      _ ≤ 2 * ((a / 2) ^ (N + k) / ((N.factorial : ℝ) * (k.factorial : ℝ))) := by gcongr
      _ = _ := by rw [pow_add, mul_div_mul_comm, mul_assoc]
  refine (norm_sum_le_of_le _ hterm).trans ?_
  rw [← Finset.mul_sum]
  exact mul_le_mul_of_nonneg_left (Real.sum_le_exp_of_nonneg (by positivity) M) (by positivity)

end

end ChebyshevPropagator
```

```lean
#print axioms ChebyshevPropagator.norm_chebCoeff_le_one
-- 'ChebyshevPropagator.norm_chebCoeff_le_one' depends on axioms: [propext, Classical.choice, Quot.sound]
#print axioms ChebyshevPropagator.norm_chebCoeff_le_pow_div_factorial
-- 'ChebyshevPropagator.norm_chebCoeff_le_pow_div_factorial' depends on axioms: [propext, Classical.choice, Quot.sound]
#print axioms ChebyshevPropagator.chebCoeff_superexponential
-- 'ChebyshevPropagator.chebCoeff_superexponential' depends on axioms: [propext, Classical.choice, Quot.sound]
#print axioms ChebyshevPropagator.norm_block_le
-- 'ChebyshevPropagator.norm_block_le' depends on axioms: [propext, Classical.choice, Quot.sound]
```
